# Current Harmonics of a Sinusoidally Driven Cosine Band Are Exponentially Small Beyond an Order Linear in the Field Amplitude

When the spectrum of a strongly driven band current is truncated, a bound on the high harmonics limits the signal that is discarded. For one carrier in a cosine band with crystal momentum A sin t, the file below supplies such a bound.

In Lean 4 with Mathlib:

```lean
import Mathlib

open Real intervalIntegral

namespace CosineBandHarmonics

noncomputable section

/-- Dimensionless energy of a cosine band at crystal momentum `k`. -/
def bandEnergy (k : ℝ) : ℝ := -cos k

/-- Current of a carrier with crystal momentum `A sin t`: the group velocity of the band. -/
def current (A t : ℝ) : ℝ := deriv bandEnergy (A * sin t)

/-- Cosine Fourier coefficient of the current at harmonic `n`. -/
def cosCoeff (A : ℝ) (n : ℕ) : ℝ :=
  (1 / π) * ∫ t in (0 : ℝ)..(2 * π), current A t * cos (n * t)

/-- Sine Fourier coefficient of the current at harmonic `n`. -/
def sinCoeff (A : ℝ) (n : ℕ) : ℝ :=
  (1 / π) * ∫ t in (0 : ℝ)..(2 * π), current A t * sin (n * t)

/-- The Taylor polynomial in `x`, with `n` terms, of the shifted sine `sin (φ + x)`. -/
def sineTaylor (n : ℕ) (φ x : ℝ) : ℝ :=
  ∑ k ∈ Finset.range n, sin (φ + k * (π / 2)) * (x ^ k / k.factorial)

/-- The current of the driven cosine band is `sin (A sin t)`. -/
theorem current_eq (A t : ℝ) : current A t = sin (A * sin t) := by
  have h := (Real.hasDerivAt_cos (A * sin t)).fun_neg
  rw [neg_neg] at h
  exact h.deriv

/-- All cosine coefficients of the current vanish. -/
theorem cosCoeff_eq_zero (A : ℝ) (n : ℕ) : cosCoeff A n = 0 := by
  -- the integrand changes sign under reflection of the period
  have key : ∀ f : ℝ → ℝ, (∀ t, f (2 * π - t) = -f t) →
      ∫ t in (0 : ℝ)..(2 * π), f t = 0 := by
    intro f hf
    have h := integral_comp_sub_left (a := 0) (b := 2 * π) f (2 * π)
    simp only [hf, intervalIntegral.integral_neg, sub_self, sub_zero] at h
    linarith
  refine mul_eq_zero_of_right _ (key _ fun t => ?_)
  have h1 : cos (n * (2 * π - t)) = cos (n * t) := by
    rw [mul_sub, Real.cos_nat_mul_two_pi_sub]
  simp only [current_eq, h1, Real.sin_two_pi_sub, mul_neg, Real.sin_neg, neg_mul]

/-- All even sine coefficients of the current vanish. -/
theorem sinCoeff_even (A : ℝ) (m : ℕ) : sinCoeff A (2 * m) = 0 := by
  -- the integrand changes sign under a shift by half a period
  have key : ∀ f : ℝ → ℝ, (∀ t, f (t + π) = -f t) →
      ∫ t in (0 : ℝ)..(2 * π), f t = 0 := by
    intro f hf
    have hp : Function.Periodic f (2 * π) := fun t => by
      rw [show t + 2 * π = t + π + π by ring, hf, hf, neg_neg]
    have h1 := integral_comp_add_right (a := 0) (b := 2 * π) f π
    have h2 := hp.intervalIntegral_add_eq 0 π
    simp only [hf, intervalIntegral.integral_neg, zero_add] at h1 h2
    rw [add_comm (2 * π) π, ← h2] at h1
    linarith
  refine mul_eq_zero_of_right _ (key _ fun t => ?_)
  have h1 : sin (((2 * m : ℕ) : ℝ) * (t + π)) = sin (((2 * m : ℕ) : ℝ) * t) := by
    rw [show ((2 * m : ℕ) : ℝ) * (t + π) = ((2 * m : ℕ) : ℝ) * t + m * (2 * π) by
      push_cast; ring, Real.sin_add_nat_mul_two_pi]
  simp only [current_eq, h1, Real.sin_add_pi, mul_neg, Real.sin_neg, neg_mul]

/-- The power `sin^k t` contains no harmonic of order `n > k`. -/
theorem sin_pow_orthogonal (k : ℕ) : ∀ n : ℕ, k < n →
    (∫ t in (0 : ℝ)..(2 * π), sin t ^ k * sin (n * t)) = 0 ∧
    (∫ t in (0 : ℝ)..(2 * π), sin t ^ k * cos (n * t)) = 0 := by
  induction k with
  | zero =>
    intro n hn
    have hn' : (n : ℝ) ≠ 0 := Nat.cast_ne_zero.mpr (by omega)
    have hs : sin ((n : ℝ) * (2 * π)) = 0 := by
      rw [show (n : ℝ) * (2 * π) = ((2 * n : ℕ) : ℝ) * π by push_cast; ring]
      exact Real.sin_nat_mul_pi _
    simp only [pow_zero, one_mul]
    constructor
    · rw [integral_comp_mul_left Real.sin hn', integral_sin,
        Real.cos_nat_mul_two_pi, mul_zero, Real.cos_zero, sub_self, smul_zero]
    · rw [integral_comp_mul_left Real.cos hn', integral_cos,
        hs, mul_zero, Real.sin_zero, sub_self, smul_zero]
  | succ k ih =>
    intro n hn
    obtain ⟨m, rfl⟩ : ∃ m, n = m + 1 := ⟨n - 1, by omega⟩
    have hm := ih m (by omega)
    have hp := ih (m + 2) (by omega)
    -- one factor of sin t shifts the harmonic order by one
    have e1 : ∀ t : ℝ, sin t ^ (k + 1) * sin (((m + 1 : ℕ) : ℝ) * t) = (1 / 2) *
        (sin t ^ k * cos (m * t) - sin t ^ k * cos (((m + 2 : ℕ) : ℝ) * t)) := by
      intro t
      rw [show (m : ℝ) * t = ((m + 1 : ℕ) : ℝ) * t - t by push_cast; ring,
        show ((m + 2 : ℕ) : ℝ) * t = ((m + 1 : ℕ) : ℝ) * t + t by push_cast; ring,
        Real.cos_sub, Real.cos_add]
      ring
    have e2 : ∀ t : ℝ, sin t ^ (k + 1) * cos (((m + 1 : ℕ) : ℝ) * t) = (1 / 2) *
        (sin t ^ k * sin (((m + 2 : ℕ) : ℝ) * t) - sin t ^ k * sin (m * t)) := by
      intro t
      rw [show (m : ℝ) * t = ((m + 1 : ℕ) : ℝ) * t - t by push_cast; ring,
        show ((m + 2 : ℕ) : ℝ) * t = ((m + 1 : ℕ) : ℝ) * t + t by push_cast; ring,
        Real.sin_sub, Real.sin_add]
      ring
    simp only [e1, e2, intervalIntegral.integral_const_mul]
    constructor <;>
      rw [intervalIntegral.integral_sub (Continuous.intervalIntegrable (by fun_prop) _ _)
        (Continuous.intervalIntegrable (by fun_prop) _ _)] <;>
      simp only [hm.1, hm.2, hp.1, hp.2, sub_zero, mul_zero]

/-- The Taylor polynomial with `n` terms misses the shifted sine by at most `|x|^n / n!`. -/
theorem sineTaylor_error (n : ℕ) : ∀ φ x : ℝ,
    |sin (φ + x) - sineTaylor n φ x| ≤ |x| ^ n / n.factorial := by
  induction n with
  | zero => intro φ x; simpa [sineTaylor] using Real.abs_sin_le_one (φ + x)
  | succ n ih =>
    intro φ x
    have hterm : ∀ (k : ℕ) (y : ℝ), HasDerivAt
        (fun z : ℝ => z ^ (k + 1) / ((k + 1).factorial : ℝ)) (y ^ k / k.factorial) y := by
      intro k y
      refine ((hasDerivAt_pow (k + 1) y).div_const _).congr_deriv ?_
      have h1 : (k.factorial : ℝ) ≠ 0 := by positivity
      have h2 : (k : ℝ) + 1 ≠ 0 := by positivity
      rw [Nat.add_sub_cancel, Nat.factorial_succ]
      push_cast
      field_simp
    have hfun : ∀ z, sineTaylor (n + 1) φ z = ∑ k ∈ Finset.range n,
        sin (φ + ((k + 1 : ℕ) : ℝ) * (π / 2)) * (z ^ (k + 1) / ((k + 1).factorial : ℝ))
        + sin φ := by
      intro z
      rw [sineTaylor, Finset.sum_range_succ']
      simp
    -- the derivative of the error is the error of one order less, a quarter period on
    have hder : ∀ y, HasDerivAt (fun z => sin (φ + z) - sineTaylor (n + 1) φ z)
        (sin (φ + π / 2 + y) - sineTaylor n (φ + π / 2) y) y := by
      intro y
      have hs : HasDerivAt (fun z => sin (φ + z)) (cos (φ + y)) y := by
        simpa using ((hasDerivAt_id y).const_add φ).sin
      have hsum := HasDerivAt.fun_sum (u := Finset.range n) (fun k _ =>
        (hterm k y).const_mul (sin (φ + ((k + 1 : ℕ) : ℝ) * (π / 2))))
      simp only [hfun]
      refine (hs.fun_sub (hsum.add_const (sin φ))).congr_deriv ?_
      rw [show φ + π / 2 + y = φ + y + π / 2 by ring, Real.sin_add_pi_div_two, sineTaylor]
      congr 1
      refine Finset.sum_congr rfl fun k _ => ?_
      rw [show φ + ((k + 1 : ℕ) : ℝ) * (π / 2) = φ + π / 2 + k * (π / 2) by
        push_cast; ring]
    have hd : ∀ s : ℝ, HasDerivAt
        (fun s => sin (φ + s * x) - sineTaylor (n + 1) φ (s * x))
        ((sin (φ + π / 2 + s * x) - sineTaylor n (φ + π / 2) (s * x)) * x) s :=
by
      intro s
      have hi : HasDerivAt (fun r : ℝ => r * x) x s := hasDerivAt_mul_const x
      have hcomp := (hder (s * x)).comp s hi
      exact hcomp
    -- compare growth along the segment from 0 to x
    have h := image_norm_le_of_norm_deriv_right_le_deriv_boundary (a := 0) (b := 1)
      (fun s _ => (hd s).continuousAt.continuousWithinAt)
      (fun s _ => (hd s).hasDerivWithinAt)
      (B := fun s => |x| ^ (n + 1) * (s ^ (n + 1) / ((n + 1).factorial : ℝ)))
      (B' := fun s => |x| ^ (n + 1) * (s ^ n / (n.factorial : ℝ)))
      (by simp [hfun]) (fun s => (hterm n s).const_mul _)
      (by
        intro s hs
        rw [Real.norm_eq_abs, abs_mul]
        calc _ ≤ |s * x| ^ n / n.factorial * |x| :=
              mul_le_mul_of_nonneg_right (ih _ _) (abs_nonneg x)
          _ = _ := by rw [abs_mul, abs_of_nonneg hs.1]; ring)
      (Set.right_mem_Icc.mpr zero_le_one)
    simpa only [one_mul, one_pow, Real.norm_eq_abs, mul_one_div] using h

/-- The sine coefficient at harmonic `n` is at most `2 |A|^n / n!` in magnitude. -/
theorem sinCoeff_bound (A : ℝ) (n : ℕ) :
    |sinCoeff A n| ≤ 2 * (|A| ^ n / n.factorial) := by
  have hc : Continuous fun t => sineTaylor n 0 (A * sin t) := by
    unfold sineTaylor
    exact continuous_finsetSum _ fun k _ => by fun_prop
  -- the Taylor polynomial does not reach harmonic n
  have hT : ∫ t in (0 : ℝ)..(2 * π), sineTaylor n 0 (A * sin t) * sin (n * t) = 0 := by
    simp only [sineTaylor, Finset.sum_mul]
    rw [intervalIntegral.integral_finsetSum
      (fun k _ => Continuous.intervalIntegrable (by fun_prop) _ _)]
    refine Finset.sum_eq_zero fun k hk => ?_
    have e : ∀ t : ℝ, sin (0 + k * (π / 2)) * ((A * sin t) ^ k / k.factorial) * sin (n * t)
        = (sin (0 + k * (π / 2)) * (A ^ k / k.factorial)) * (sin t ^ k * sin (n * t)) := by
      intro t; rw [mul_pow]; ring
    simp only [e]
    rw [intervalIntegral.integral_const_mul,
      (sin_pow_orthogonal k n (Finset.mem_range.mp hk)).1, mul_zero]
  have hsub : ∫ t in (0 : ℝ)..(2 * π), current A t * sin (n * t) = ∫ t in (0 : ℝ)..(2 * π),
      (sin (A * sin t) - sineTaylor n 0 (A * sin t)) * sin (n * t) := by
    have hj : Continuous fun t : ℝ => sin (A * sin t) * sin (n * t) := by fun_prop
    have hn : Continuous fun t : ℝ => sin (n * t) := by fun_prop
    have hp : Continuous fun t : ℝ => sineTaylor n 0 (A * sin t) * sin (n * t) := hc.mul hn
    simp only [current_eq, sub_mul]
    rw [intervalIntegral.integral_sub (hj.intervalIntegrable _ _)
      (hp.intervalIntegrable _ _), hT, sub_zero]
  have hb : ‖∫ t in (0 : ℝ)..(2 * π), (sin (A * sin t) - sineTaylor n 0 (A * sin t))
      * sin (n * t)‖ ≤ |A| ^ n / n.factorial * |2 * π - 0| := by
    refine norm_integral_le_of_norm_le_const fun t _ => ?_
    have h1 := sineTaylor_error n 0 (A * sin t)
    rw [zero_add] at h1
    have h2 : |A * sin t| ≤ |A| := by
      rw [abs_mul]
      exact mul_le_of_le_one_right (abs_nonneg A) (Real.abs_sin_le_one t)
    rw [Real.norm_eq_abs, abs_mul]
    refine (mul_le_of_le_one_right (abs_nonneg _) (Real.abs_sin_le_one _)).trans (h1.trans ?_)
    gcongr
  rw [sub_zero, abs_of_pos Real.two_pi_pos, Real.norm_eq_abs] at hb
  have hπ : 0 < 1 / π := one_div_pos.mpr Real.pi_pos
  rw [sinCoeff, hsub, abs_mul, abs_of_pos hπ]
  refine (mul_le_mul_of_nonneg_left hb hπ.le).trans_eq ?_
  field_simp

/-- Sine coefficients of order `n ≥ exp (1 + κ) |A|` are at most `2 exp (-κ n)` in magnitude. -/
theorem harmonic_cutoff (A κ : ℝ) (n : ℕ) (h : exp (1 + κ) * |A| ≤ n) :
    |sinCoeff A n| ≤ 2 * exp (-(κ * n)) := by
  have hA : |A| ≤ exp (-(1 + κ)) * n := by
    calc |A| = exp (-(1 + κ)) * (exp (1 + κ) * |A|) := by
          rw [← mul_assoc, ← Real.exp_add, neg_add_cancel, Real.exp_zero, one_mul]
      _ ≤ _ := mul_le_mul_of_nonneg_left h (Real.exp_pos _).le
  refine (sinCoeff_bound A n).trans (mul_le_mul_of_nonneg_left ?_ zero_le_two)
  calc |A| ^ n / n.factorial ≤ (exp (-(1 + κ)) * n) ^ n / n.factorial := by gcongr
    _ = exp (-(1 + κ)) ^ n * ((n : ℝ) ^ n / n.factorial) := by rw [mul_pow]; ring
    _ ≤ exp (-(1 + κ)) ^ n * exp n := mul_le_mul_of_nonneg_left
        (Real.pow_div_factorial_le_exp (n : ℝ) (Nat.cast_nonneg n) n) (by positivity)
    _ = exp (-(κ * n)) := by
        rw [← Real.exp_nat_mul, ← Real.exp_add]
        congr 1
        ring

end

end CosineBandHarmonics
```

```lean
#print axioms CosineBandHarmonics.current_eq
-- 'CosineBandHarmonics.current_eq' depends on axioms: [propext, Classical.choice, Quot.sound]
#print axioms CosineBandHarmonics.cosCoeff_eq_zero
-- 'CosineBandHarmonics.cosCoeff_eq_zero' depends on axioms: [propext, Classical.choice, Quot.sound]
#print axioms CosineBandHarmonics.sinCoeff_even
-- 'CosineBandHarmonics.sinCoeff_even' depends on axioms: [propext, Classical.choice, Quot.sound]
#print axioms CosineBandHarmonics.harmonic_cutoff
-- 'CosineBandHarmonics.harmonic_cutoff' depends on axioms: [propext, Classical.choice, Quot.sound]
```

## Selection rules and a bound for every order

Write j(t) for `current A t`, and a_n and b_n for `cosCoeff A n` and `sinCoeff A n`: the integrals of j(t) cos(nt) and j(t) sin(nt) over 0 ≤ t ≤ 2π, divided by π. For every real A and every natural number n, the theorems state:

j(t) = sin(A sin t)

a_n = 0, and b_n = 0 for even n

|b_n| ≤ 2|A|^n / n!

|b_n| ≤ 2 exp(−κn) whenever n ≥ exp(1+κ)|A|

The real number κ is a decay rate chosen by the user, and the last bound decreases with n when κ > 0. At κ = 1 the threshold is e²|A|. This order is sufficient for the bound; it does not mark where the spectrum begins to fall.

## A carrier swept through one band

`bandEnergy` is −cos k, with momentum in units of the inverse lattice constant and energy in units of half the bandwidth. `current` is its derivative, the group velocity, evaluated at k = A sin t. That momentum is assumed, not derived from an equation of motion. It describes a carrier accelerated by a monochromatic field without scattering, oscillating about the band minimum. The variable t is the drive's angular frequency times the time, so n counts multiples of the drive frequency. At fixed drive frequency, A is proportional to the field amplitude.

The result therefore bears on the intraband part of high-harmonic generation in solids, for a single non-interacting carrier in a one-dimensional band. Interband transitions, pulse envelopes and higher Fourier components of the band are absent.

## Why the harmonics are small

Differentiating −cos k gives sin k, hence the current (`current_eq`).

Under t → 2π − t, j changes sign and cos(nt) does not, so the integral for a_n equals its own negative (`cosCoeff_eq_zero`). Under t → t + π, j changes sign and sin(2mt) does not. A shift leaves an integral over a full period unchanged, so b_2m = 0 (`sinCoeff_even`).

For the size of b_n, let k from here on be a natural number used as an exponent, no longer the momentum. First note that sin^k t contains no harmonic n > k. For k = 0, sin(nt) and cos(nt) integrate to zero when n ≥ 1. Each further factor of sin t moves the order by one:

sin t sin(nt) = ½[cos((n−1)t) − cos((n+1)t)]

sin t cos(nt) = ½[sin((n+1)t) − sin((n−1)t)]

If n > k+1, both n−1 and n+1 exceed k, so the induction closes. `sin_pow_orthogonal` carries the sine and cosine statements together because each step exchanges them.

Next, let R_n(φ, x) be sin(φ+x) minus its Taylor polynomial in x with n terms, `sineTaylor n φ x`. Then |R_0| ≤ 1, and

R_{n+1}(φ, 0) = 0

d/dx R_{n+1}(φ, x) = R_n(φ + π/2, x)

If |R_n| ≤ |x|^n/n! for every phase φ, integrating from 0 to x gives

|R_{n+1}(φ, x)| ≤ |x|^(n+1)/(n+1)!

`sineTaylor_error` performs this step by comparing derivatives along the segment from 0 to x.

The polynomial in A sin t contains only powers k < n, so it contributes nothing to b_n:

b_n = (1/π) ∫₀^{2π} R_n(0, A sin t) sin(nt) dt

Since |A sin t| ≤ |A| and |sin(nt)| ≤ 1, the integral is at most 2π|A|^n/n! in magnitude, which gives `sinCoeff_bound`.

Finally, n^n/n! is one term of the series for e^n, so it is at most e^n. With |A| ≤ exp(−(1+κ)) n,

|A|^n/n! ≤ exp(−(1+κ)n) n^n/n! ≤ exp(−κn)

and doubling both sides gives `harmonic_cutoff`.

## Choosing the time grid for a discrete Fourier transform

In a numerical spectrum, the bound helps to set the number N of equally spaced samples per period. On the grid t = 0, 2π/N, 4π/N, …, sin((N−n)t) coincides with −sin(nt), so harmonic N−n, when it is nonzero, enters the computed b_n with reversed sign. If N−n lies beyond the threshold for every n retained, this contribution is at most 2 exp(−κ(N−n)) in magnitude. Harmonics N+n, 2N−n and so on enter as well, but their orders are higher, so for κ > 0 the bounds on them are smaller still. For A = 2 and κ = 1, the threshold is about 14.8, and each harmonic from n = 15 upward is below 7 × 10⁻⁷ in magnitude.
